# A vector operator has no matrix element between distinct J unless they differ by one

## Angular momentum, vector operators and the Zeeman term

Take \(\hbar=1\). The total angular momentum \(J=(J_x,J_y,J_z)\) and a vector operator \(V\) satisfy

\[
[J_a,J_b]=i\,\epsilon_{abc}J_c,\qquad [J_a,V_b]=i\,\epsilon_{abc}V_c ,
\]

with repeated indices summed. Write \(J^2=J_bJ_b\) and \(J\cdot V=J_bV_b\). A state belongs to \(j\) if \(J^2\) has eigenvalue \(j(j+1)\) on it.

In a magnetic field \(B\) along \(z\), the linear Zeeman term of an atom is \(\mu_BB(L_z+gS_z)\), where \(\mu_B\) is the Bohr magneton, \(L\) the orbital angular momentum, \(S\) the spin and \(g\) the spin g-factor. In a weak field the fine-structure levels can be treated one at a time. Towards the Paschen-Back regime the term also mixes levels of different \(J\), and the question is which pairs it connects directly. Since \(J=L+S\), and \(L\) and \(S\) are angular momenta that commute with each other, both are vector operators with respect to \(J\), so the commutation relations can answer it.

## The selection rule and its Lean form

For every component \(a\),

\[
[J^2,[J^2,V_a]]=2(J^2V_a+V_aJ^2)-4J_a(J\cdot V).
\]

If \(J\) is Hermitian, \(J^2u=j(j+1)u\) and \(J^2v=k(k+1)v\), with \(j,k\ge0\) and \(j\ne k\), then \(\langle u,V_av\rangle=0\) unless \(|j-k|=1\).

In Lean, an operator triple is a function on `Fin 3`, with 0, 1, 2 standing for \(x,y,z\) and index addition modulo 3. `IsVectorOperator J V` states the commutation relations cyclically, and `IsVectorOperator J J` says that \(J\) is an angular momentum. `scalarProd J V` is \(J\cdot V\), and `scalarProd J J` is \(J^2\). The identity, `double_commutator`, holds in any complex algebra and needs no Hermiticity.

The selection rule concerns finite complex matrices. `HasJ J j u` is the eigenvalue equation for \(u\), and `star u ⬝ᵥ V a *ᵥ v` is \(\langle u,V_av\rangle\), conjugate-linear in \(u\). The vectors need not be normalised, \(V\) need not be Hermitian, and \(j,k\) are real numbers that are not assumed to be half-integers. Nonnegativity makes the label unique, because \(j\) and \(-j-1\) give the same eigenvalue. For \(j=k\) the rule makes no statement.

In `zeeman_selection_rule` the letter `V` is the spin, and \(L\) appears as `J a - V a`. What remains to be supplied for a real atom is the representation of its field coupling by this linear term on a finite set of states closed under \(J\) and \(S\).

## From the commutators to the matrix elements

First, \(J_a\) commutes with \(J\cdot V\):

\[
[J_a,J_bV_b]=i\epsilon_{abc}(J_cV_b+J_bV_c)=0,
\]

because the bracket is symmetric in \(b,c\). With \(V=J\), this gives \([J_a,J^2]=0\).

Next, let \(D_a=[J^2,V_a]\) and \((J\times V)_a=\epsilon_{abc}J_bV_c\). The product rule gives

\[
D_a=i\epsilon_{bac}(J_bV_c+V_cJ_b).
\]

Moving \(J\) to the left with \(V_cJ_b=J_bV_c-i\epsilon_{bcd}V_d\), and using \(\epsilon_{bac}\epsilon_{bcd}=-2\delta_{ad}\), we get

\[
D_a=-2i(J\times V)_a-2V_a .
\]

Since \(J^2\) commutes with each \(J_b\), a second commutator replaces \(V\) by \(D\) on the right:

\[
[J^2,D_a]=-2i(J\times D)_a-2D_a
=-4\,(J\times(J\times V))_a+4i(J\times V)_a-2D_a .
\]

The double cross product is

\[
(J\times(J\times V))_a=J_bJ_aV_b-J^2V_a=J_a(J\cdot V)+i(J\times V)_a-J^2V_a .
\]

On substitution the single cross products cancel, leaving \(4J^2V_a-4J_a(J\cdot V)-2D_a\). Inserting \(D_a=J^2V_a-V_aJ^2\) gives the identity.

Now set \(\alpha=j(j+1)\), \(\beta=k(k+1)\), \(w=\langle u,V_av\rangle\) and \(t=\langle u,J_a(J\cdot V)v\rangle\). Hermiticity lets \(J^2\) act to the left on \(u\), so the identity becomes

\[
\big[(\alpha-\beta)^2-2(\alpha+\beta)\big]w=-4t .
\]

Both \(J_a\) and \(J\cdot V\) commute with \(J^2\), hence \((\alpha-\beta)t=0\). Moreover,

\[
\alpha-\beta=(j-k)(j+k+1),
\]
\[
(\alpha-\beta)^2-2(\alpha+\beta)=\big((j-k)^2-1\big)\big((j+k+1)^2-1\big).
\]

For distinct nonnegative \(j,k\) we have \(j+k+1>1\). Therefore \(t=0\), and the second factor of the prefactor is positive. If \(|j-k|\ne1\), the first factor is nonzero too, and \(w=0\).

## A triplet P term in a field

In a calculation for intermediate fields, one diagonalises the fine-structure energies plus the Zeeman term at fixed magnetic quantum number \(M\). With the basis ordered by \(J\), the rule makes this matrix block tridiagonal.

Take \(L=S=1\), \(M=0\) and \(g=2\). In the basis \(|m_L,m_S\rangle\), the states with \(J=0,1,2\) are

\[
\begin{aligned}
|0\rangle&=(|1,-1\rangle-|0,0\rangle+|-1,1\rangle)/\sqrt3,\\
|1\rangle&=(|1,-1\rangle-|-1,1\rangle)/\sqrt2,\\
|2\rangle&=(|1,-1\rangle+2|0,0\rangle+|-1,1\rangle)/\sqrt6 .
\end{aligned}
\]

Here \(L_z+2S_z=J_z+S_z\) acts as \(S_z\), since \(M=0\). For \(J=0\) and \(J=2\), the two contributions cancel: \(\langle0|S_z|2\rangle=(-1+1)/\sqrt{18}=0\). The neighbours give \(\langle0|S_z|1\rangle=-\sqrt{2/3}\) and \(\langle1|S_z|2\rangle=-1/\sqrt3\), and the diagonal elements vanish. With zero-field energies \(E_0,E_1,E_2\) and \(b=\mu_BB\), the matrix is

\[
\begin{pmatrix}E_0&-b\sqrt{2/3}&0\\-b\sqrt{2/3}&E_1&-b/\sqrt3\\0&-b/\sqrt3&E_2\end{pmatrix}.
\]

The levels \(J=0\) and \(J=2\) still mix, but only through \(J=1\). For this pair the prefactor in the derivation is \(3\cdot8=24\), in agreement with \(6^2-2\cdot6\).

## The Lean source

```lean
import Mathlib

open Matrix Complex

namespace AdjacentJMixing

noncomputable section

variable {A : Type*} [Ring A] [Algebra ℂ A]

/-- `V` is a vector operator with respect to `J`: `[J_a, V_b] = i ε_abc V_c`, written with
cyclic indices. An angular momentum is a `J` that is a vector operator with respect to itself. -/
structure IsVectorOperator (J V : Fin 3 → A) : Prop where
  same : ∀ a, J a * V a - V a * J a = 0
  next : ∀ a, J a * V (a + 1) - V (a + 1) * J a = I • V (a + 2)
  prev : ∀ a, J a * V (a + 2) - V (a + 2) * J a = -(I • V (a + 1))

/-- The scalar product `J·V` of two operator triples; `J·J` is `J²`. -/
def scalarProd (J V : Fin 3 → A) : A := ∑ b, J b * V b

omit [Algebra ℂ A] in
/-- The scalar product may be summed starting from any Cartesian component. -/
theorem scalarProd_cyclic (J V : Fin 3 → A) (a : Fin 3) :
    scalarProd J V = J a * V a + J (a + 1) * V (a + 1) + J (a + 2) * V (a + 2) := by
  rw [scalarProd, Fin.sum_univ_three]
  fin_cases a
  · rfl
  · change _ = J 1 * V 1 + J 2 * V 2 + J 0 * V 0
    abel
  · change _ = J 2 * V 2 + J 0 * V 0 + J 1 * V 1
    abel

/-- For an angular momentum `J` and a vector operator `V`, each `J_a` commutes with `J·V`. -/
theorem comm_scalarProd {J V : Fin 3 → A} (hJ : IsVectorOperator J J)
    (hV : IsVectorOperator J V) (a : Fin 3) :
    J a * scalarProd J V = scalarProd J V * J a := by
  rw [scalarProd_cyclic J V a]
  linear_combination (norm := skip)
    J a * hV.same a + hJ.next a * V (a + 1) + J (a + 1) * hV.next a
      + hJ.prev a * V (a + 2) + J (a + 2) * hV.prev a
  simp only [mul_add, add_mul, mul_sub, sub_mul, mul_neg, neg_mul, mul_zero,
    smul_mul_assoc, mul_smul_comm, mul_assoc]
  module

/-- The commutator of `J²` with a component of a vector operator, with `J` ordered to the left. -/
theorem casimir_commutator {J V : Fin 3 → A} (hV : IsVectorOperator J V) (a : Fin 3) :
    scalarProd J J * V a - V a * scalarProd J J =
      (2 * I) • (J (a + 2) * V (a + 1) - J (a + 1) * V (a + 2)) - (2 : ℂ) • V a := by
  have e := (by decide : ∀ a : Fin 3, a + 1 + 1 = a + 2 ∧ a + 1 + 2 = a ∧
    a + 2 + 1 = a ∧ a + 2 + 2 = a + 1) a
  have hy := hV.prev (a + 1)
  have hz := hV.next (a + 2)
  have hyr := hV.next (a + 1)
  have hzq := hV.prev (a + 2)
  simp only [e] at hy hz hyr hzq
  rw [scalarProd_cyclic J J a]
  have hII : (I * I) • V a = -V a := by rw [Complex.I_mul_I, neg_one_smul]
  -- Leibniz rule for each square, then reordering of the products
  linear_combination (norm := skip)
    J a * hV.same a + hV.same a * J a + J (a + 1) * hy + hy * J (a + 1)
      + J (a + 2) * hz + hz * J (a + 2) - I • hzq + I • hyr + (2 : ℂ) • hII
  simp only [mul_add, add_mul, mul_sub, sub_mul, mul_neg, neg_mul, mul_zero, zero_mul,
    smul_mul_assoc, mul_smul_comm, smul_sub, smul_neg, smul_smul, mul_assoc]
  module

/-- For an angular momentum `J` and a vector operator `V`,
`[J², [J², V_a]] = 2 (J² V_a + V_a J²) - 4 J_a (J·V)`. -/
theorem double_commutator {J V : Fin 3 → A} (hJ : IsVectorOperator J J)
    (hV : IsVectorOperator J V) (a : Fin 3) :
    scalarProd J J * (scalarProd J J * V a - V a * scalarProd J J)
      - (scalarProd J J * V a - V a * scalarProd J J) * scalarProd J J =
    (2 : ℂ) • (scalarProd J J * V a + V a * scalarProd J J)
      - (4 : ℂ) • (J a * scalarProd J V) := by
  have e := (by decide : ∀ a : Fin 3, a + 1 + 1 = a + 2 ∧ a + 1 + 2 = a ∧
    a + 2 + 1 = a ∧ a + 2 + 2 = a + 1) a
  have c0 := casimir_commutator hV a
  have c1 := casimir_commutator hV (a + 1)
  have c2 := casimir_commutator hV (a + 2)
  have hzx := hJ.next (a + 2)
  simp only [e] at c1 c2 hzx
  have hC := scalarProd_cyclic J J a
  have hy := comm_scalarProd hJ hJ (a + 1)
  have hz := comm_scalarProd hJ hJ (a + 2)
  rw [scalarProd_cyclic J V a]
  generalize scalarProd J J = C at *
  have hII : ∀ X : A, (I * I) • X = -X := fun X => by rw [Complex.I_mul_I, neg_one_smul]
  -- commute `J²` through the first commutator, component by component
  linear_combination (norm := skip)
    C * c0 - c0 * C
      + (2 * I) • (J (a + 2) * c1 - hz * V (a + 1) - J (a + 1) * c2 + hy * V (a + 2))
      - (4 : ℂ) • (hC * V a) - (4 : ℂ) • (hzx * V (a + 2))
      + (4 : ℂ) • (hJ.next a * V (a + 1))
      + (4 : ℂ) • hII (J (a + 2) * (J a * V (a + 2) - J (a + 2) * V a)
        - J (a + 1) * (J (a + 1) * V a - J a * V (a + 1)))
  simp only [mul_add, add_mul, mul_sub, sub_mul, smul_mul_assoc, mul_smul_comm, smul_add,
    smul_sub, smul_neg, smul_smul, mul_assoc]
  module

variable {n : Type*} [Fintype n] [DecidableEq n]

/-- The vector `u` satisfies `J² u = j(j+1) u`. -/
def HasJ (J : Fin 3 → Matrix n n ℂ) (j : ℝ) (u : n → ℂ) : Prop :=
  scalarProd J J *ᵥ u = ((j * (j + 1) : ℝ) : ℂ) • u

variable {J V : Fin 3 → Matrix n n ℂ} {j k : ℝ} {u v : n → ℂ}
  (hH : ∀ a, (J a).IsHermitian) (hJ : IsVectorOperator J J) (hV : IsVectorOperator J V)
  (hu : HasJ J j u) (hv : HasJ J k v)
include hH hJ hV hu hv

/-- Let `J` be a Hermitian angular momentum, `V` a vector operator, `J² u = j(j+1) u` and
`J² v = k(k+1) v`. The first equation relates the matrix elements of `V_a` and `J_a (J·V)` between
`u` and `v`; the second says that the latter vanishes when multiplied by `j(j+1) - k(k+1)`. -/
theorem matrix_element_relation (a : Fin 3) :
    ((((j - k) ^ 2 - 1) * ((j + k + 1) ^ 2 - 1) : ℝ) : ℂ) * (star u ⬝ᵥ V a *ᵥ v)
        = -4 * (star u ⬝ᵥ (J a * scalarProd J V) *ᵥ v) ∧
      (((j - k) * (j + k + 1) : ℝ) : ℂ) * (star u ⬝ᵥ (J a * scalarProd J V) *ᵥ v) = 0 := by
  have hC : (scalarProd J J)ᴴ = scalarProd J J := by
    simp [scalarProd, Matrix.conjTranspose_sum, Matrix.conjTranspose_mul, fun b => (hH b).eq]
  have c : ∀ b, Commute (J b) (scalarProd J V) := comm_scalarProd hJ hV
  have cJ : Commute (J a) (scalarProd J J) := comm_scalarProd hJ hJ a
  have cS : Commute (scalarProd J J) (scalarProd J V) :=
    Commute.sum_left _ _ _ fun b _ => (c b).mul_left (c b)
  unfold HasJ at hu hv
  -- `J²` acts to the left on `u` and to the right on `v`
  have left : ∀ M, star u ⬝ᵥ (scalarProd J J * M) *ᵥ v
      = ((j * (j + 1) : ℝ) : ℂ) * (star u ⬝ᵥ M *ᵥ v) := by
    intro M
    have h := congrArg star hu
    rw [Matrix.star_mulVec, hC] at h
    rw [← Matrix.mulVec_mulVec, Matrix.dotProduct_mulVec, h, star_smul, smul_dotProduct]
    simp
  have right : ∀ M, star u ⬝ᵥ (M * scalarProd J J) *ᵥ v
      = ((k * (k + 1) : ℝ) : ℂ) * (star u ⬝ᵥ M *ᵥ v) := by
    intro M
    rw [← Matrix.mulVec_mulVec, hv, Matrix.mulVec_smul, dotProduct_smul, smul_eq_mul]
  have h := congrArg (fun M => star u ⬝ᵥ M *ᵥ v) (double_commutator hJ hV a)
  have h0 := congrArg (fun M => star u ⬝ᵥ M *ᵥ v) (cJ.symm.mul_right cS).eq
  simp only [mul_sub, sub_mul, Matrix.sub_mulVec, Matrix.add_mulVec, Matrix.smul_mulVec,
    dotProduct_sub, dotProduct_add, dotProduct_smul, smul_eq_mul, left, right] at h
  simp only [left, right] at h0
  push_cast at h h0 ⊢
  exact ⟨by linear_combination h, by linear_combination h0⟩

/-- For a Hermitian angular momentum `J`, a vector operator has no matrix elements between
vectors of distinct nonnegative `j` and `k` unless `|j - k| = 1`. -/
theorem selection_rule (hj : 0 ≤ j) (hk : 0 ≤ k) (hjk : j ≠ k) (h1 : |j - k| ≠ 1) (a : Fin 3) :
    star u ⬝ᵥ V a *ᵥ v = 0 := by
  obtain ⟨h, h0⟩ := matrix_element_relation hH hJ hV hu hv a
  have hpos : 0 < j + k := by
    rcases lt_or_gt_of_ne hjk with h | h <;> linarith
  have n0 : (j - k) * (j + k + 1) ≠ 0 := mul_ne_zero (sub_ne_zero.mpr hjk) (by linarith)
  have n1 : (j - k) ^ 2 - 1 ≠ 0 := by
    intro h
    have h2 : (j - k - 1) * (j - k + 1) = 0 := by linear_combination h
    apply h1
    rw [abs_eq zero_le_one]
    exact (mul_eq_zero.mp h2).imp (fun h => by linarith) (fun h => by linarith)
  have n2 : (j + k + 1) ^ 2 - 1 ≠ 0 := by nlinarith
  rw [(mul_eq_zero.mp h0).resolve_left (Complex.ofReal_ne_zero.mpr n0), mul_zero] at h
  exact (mul_eq_zero.mp h).resolve_left (Complex.ofReal_ne_zero.mpr (mul_ne_zero n1 n2))

/-- With `J` a Hermitian angular momentum, spin `V` a vector operator and `L = J - V`, the Zeeman
operator `L_a + g V_a` has no matrix element between vectors of distinct nonnegative `j` and `k`
unless `|j - k| = 1`. -/
theorem zeeman_selection_rule (hj : 0 ≤ j) (hk : 0 ≤ k) (hjk : j ≠ k) (h1 : |j - k| ≠ 1)
    (g : ℝ) (a : Fin 3) : star u ⬝ᵥ ((J a - V a) + (g : ℂ) • V a) *ᵥ v = 0 := by
  rw [Matrix.add_mulVec, Matrix.sub_mulVec, Matrix.smul_mulVec, dotProduct_add, dotProduct_sub,
    dotProduct_smul, selection_rule hH hJ hJ hu hv hj hk hjk h1 a,
    selection_rule hH hJ hV hu hv hj hk hjk h1 a, smul_zero, sub_zero, add_zero]

omit hH hJ hV hu hv

/-- Infinitesimal rotations of one s state and three Cartesian p states, in the order s, x, y, z. -/
def spK : Fin 3 → Matrix (Fin 4) (Fin 4) ℤ :=
  ![!![0, 0, 0, 0; 0, 0, 0, 0; 0, 0, 0, -1; 0, 0, 1, 0],
    !![0, 0, 0, 0; 0, 0, 0, 1; 0, 0, 0, 0; 0, -1, 0, 0],
    !![0, 0, 0, 0; 0, 0, -1, 0; 0, 1, 0, 0; 0, 0, 0, 0]]

/-- The matrices whose component `a` exchanges the s state with the p state along `a`. -/
def spW : Fin 3 → Matrix (Fin 4) (Fin 4) ℤ :=
  ![!![0, 1, 0, 0; 1, 0, 0, 0; 0, 0, 0, 0; 0, 0, 0, 0],
    !![0, 0, 1, 0; 0, 0, 0, 0; 1, 0, 0, 0; 0, 0, 0, 0],
    !![0, 0, 0, 1; 0, 0, 0, 0; 0, 0, 0, 0; 1, 0, 0, 0]]

/-- An integer matrix read as a complex one. -/
def castM : Matrix (Fin 4) (Fin 4) ℤ →+* Matrix (Fin 4) (Fin 4) ℂ :=
  (Int.castRingHom ℂ).mapMatrix

/-- The angular momentum `i K_a` on the s and p states. -/
def spJ (a : Fin 3) : Matrix (Fin 4) (Fin 4) ℂ := I • castM (spK a)

/-- The s-p exchange matrices as complex operators. -/
def spV (a : Fin 3) : Matrix (Fin 4) (Fin 4) ℂ := castM (spW a)

/-- The s and p states carry a Hermitian angular momentum and a vector operator whose
`z` component has matrix element `1` between a `j = 0` and a `j = 1` vector. -/
theorem sp_witness :
    (∀ a, (spJ a).IsHermitian) ∧ IsVectorOperator spJ spJ ∧ IsVectorOperator spJ spV ∧
      HasJ spJ 0 ![1, 0, 0, 0] ∧ HasJ spJ 1 ![0, 0, 0, 1] ∧
      star ![1, 0, 0, 0] ⬝ᵥ spV 2 *ᵥ ![0, 0, 0, 1] = 1 := by
  -- integer commutators carry over to the complex operators
  have key : ∀ (W : Fin 3 → Matrix (Fin 4) (Fin 4) ℤ) (T : Fin 3 → Matrix (Fin 4) (Fin 4) ℂ)
      (c : ℂ), (∀ a, T a = c • castM (W a)) → (∀ a, spK a * W a - W a * spK a = 0) →
      (∀ a, spK a * W (a + 1) - W (a + 1) * spK a = W (a + 2)) →
      (∀ a, spK a * W (a + 2) - W (a + 2) * spK a = -W (a + 1)) → IsVectorOperator spJ T := by
    intro W T c hT h0 h1 h2
    have h : ∀ a b, spJ a * T b - T b * spJ a
        = I • c • castM (spK a * W b - W b * spK a) := by
      intro a b
      rw [hT, spJ, map_sub, map_mul, map_mul]
      simp only [smul_mul_assoc, mul_smul_comm]
      module
    exact ⟨fun a => by rw [h, h0, map_zero, smul_zero, smul_zero],
      fun a => by rw [h, h1, hT], fun a => by rw [h, h2, hT, map_neg, smul_neg, smul_neg]⟩
  have hK : ∀ a i k, spK a k i = -spK a i k := by decide +kernel
  have hD : -(∑ b, spK b * spK b) = !![0, 0, 0, 0; 0, 2, 0, 0; 0, 0, 2, 0; 0, 0, 0, 2] := by
    decide +kernel
  have hC : scalarProd spJ spJ = castM (-(∑ b, spK b * spK b)) := by
    simp only [scalarProd, spJ, smul_mul_assoc, mul_smul_comm, smul_smul, Complex.I_mul_I,
      neg_smul, one_smul, map_neg, map_sum, map_mul, Finset.sum_neg_distrib]
  rw [hD] at hC
  refine ⟨fun a => ?_, key spK spJ I (fun _ => rfl) (by decide +kernel) (by decide +kernel)
    (by decide +kernel), key spW spV 1 (fun _ => (one_smul ℂ _).symm) (by decide +kernel)
    (by decide +kernel) (by decide +kernel), ?_, ?_, ?_⟩
  · ext i k
    simp [spJ, castM, Matrix.conjTranspose_apply, hK a i k]
  · rw [HasJ, hC]
    ext i
    fin_cases i <;> simp [castM, Matrix.mulVec, dotProduct, Fin.sum_univ_four]
  · have h2 : ((1 * (1 + 1) : ℝ) : ℂ) = 2 := by norm_num
    rw [HasJ, hC, h2]
    ext i
    fin_cases i <;> simp [castM, Matrix.mulVec, dotProduct, Fin.sum_univ_four]
  · simp [spV, spW, castM, Matrix.mulVec, dotProduct, Fin.sum_univ_four]

end

end AdjacentJMixing
```

```lean
#print axioms AdjacentJMixing.matrix_element_relation
-- 'AdjacentJMixing.matrix_element_relation' depends on axioms: [propext, Classical.choice, Quot.sound]
#print axioms AdjacentJMixing.zeeman_selection_rule
-- 'AdjacentJMixing.zeeman_selection_rule' depends on axioms: [propext, Classical.choice, Quot.sound]
```

## Noncommutative algebra and the s-p example

`scalarProd_cyclic` lets the sum in \(J\cdot V\) start at any component, so one argument serves all three directions. `comm_scalarProd` is the first step of the derivation, and `casimir_commutator` is the formula for \(D_a\), with the cross product written out.

In `comm_scalarProd`, `casimir_commutator` and `double_commutator`, `linear_combination` lists the relations to be used, multiplied where necessary by operators on the left or right, or by numbers. The following `simp only` expands the products without changing their order, and `module` compares the coefficients of the resulting operator words. In `double_commutator`, \(J^2\) is first replaced by a single symbol `C`. The formulas for all three \(D\) components and the commutation of \(J^2\) with \(J\) then carry out the second commutator.

`matrix_element_relation` contains the two scalar equations for \(w\) and \(t\). Its local facts `left` and `right` let \(J^2\) act on \(u\) and \(v\); only `left` uses Hermiticity. `selection_rule` shows that the relevant factors are nonzero and cancels them. `zeeman_selection_rule` applies the result to \(J\) and to the spin, then combines the two by linearity.

`sp_witness` gives an example with one s state and three Cartesian p states. There \(J_a=iK_a\), with integer rotation generators \(K_a\), and \(V_a\) exchanges s with the p state along \(a\), as a position operator does; it is not a Zeeman term. The integer commutators are evaluated by `decide +kernel`, and `key` transfers them to complex matrices. The matrix element of \(V_z\) between s, with \(j=0\), and \(p_z\), with \(j=1\), is 1, so the exception \(|j-k|=1\) does occur for vector operators.
